# The spin-n/2 half-turn exp(−iπJx) mirrors a hopping chain up to a phase

## Sites, couplings and units

Let $n\ge 0$ be an integer. The chain has $n+1$ sites, numbered $k=0,\dots,n$, and neighbouring sites $k$ and $k+1$ are coupled by

$$h_k=\tfrac12\sqrt{(k+1)(n-k)} .$$

The Hamiltonian $J_x$ has entries $(J_x)_{k,k+1}=(J_x)_{k+1,k}=h_k$ and zeros elsewhere. It is also the standard spin-$n/2$ matrix, in the basis where $J_z$ is diagonal with entries $z_k=n/2-k$. The flip matrix $P$ has $P_{jk}=1$ if $j+k=n$ and $0$ otherwise. For a chain with Hamiltonian $\lambda J_x$, where the energy $\lambda>0$ sets the strength of all the couplings together, $U=e^{-i\pi J_x}$ is the evolution over time $\pi\hbar/\lambda$. In units with $\hbar=\lambda=1$, used from here on, this is time $\pi$.

## One particle on an engineered chain

Read as a spin, $U$ is a rotation by $\pi$ about $x$, which reverses $J_z$. Read as a chain, it carries a particle from site $k$ to site $n-k$. This bears on quantum state transfer, for a single excitation on a finite chain with two free ends, isolated from its surroundings, whose site energies are all equal (zero here) and whose couplings are exactly the $h_k$.

## The claim and its derivation

The claim is $U=(-i)^nP$.

**Double commutator.** Let $C=[J_x,J_z]$, so $C_{ab}=(J_x)_{ab}(a-b)$. Then

$$[J_x,C]_{jk}=\sum_l (J_x)_{jl}(J_x)_{lk}\,(2l-j-k).$$

A term survives only if $l$ neighbours both $j$ and $k$. If $k=j\pm2$, then $l$ is the midpoint and the weight is zero. If $k=j$, the sum is

$$2h_j^2-2h_{j-1}^2=\tfrac12\big[(j+1)(n-j)-j(n-j+1)\big]=\tfrac n2-j,$$

with $h_{-1}=0$. Hence $[J_x,C]=J_z$.

**Anticommutation.** Put $K_\pm=C\pm J_z$. Then $[J_x,K_\pm]=J_z\pm C=\pm K_\pm$, so $J_xK_\pm=K_\pm(J_x\pm1)$. Moving $K_\pm$ through each power in the exponential series gives

$$UK_\pm=e^{\mp i\pi}K_\pm U=-K_\pm U .$$

Half the difference of the two relations is $UJ_z=-J_zU$. In entries, $U_{jk}(z_j+z_k)=U_{jk}(n-j-k)=0$, so only entries with $j+k=n$ can be nonzero.

**The phase.** Let $b_k=\sqrt{\binom nk}$; the normalised amplitudes are $2^{-n/2}b_k$. From $(k+1)\binom n{k+1}=(n-k)\binom nk$ follow

$$h_kb_{k+1}=\tfrac12(n-k)\,b_k,\qquad h_kb_k=\tfrac12(k+1)\,b_{k+1}.$$

Therefore

$$(J_xb)_j=h_jb_{j+1}+h_{j-1}b_{j-1}=\tfrac12(n-j)b_j+\tfrac12 j\,b_j=\tfrac n2b_j ,$$

where absent neighbours contribute zero. So $Ub=e^{-i\pi n/2}b=(-i)^nb$. Row $j$ of this equation has one surviving term, $U_{j,n-j}b_{n-j}=(-i)^nb_j$. Since $b_{n-j}=b_j\neq0$, we get $U_{j,n-j}=(-i)^n$.

## One site, two sites, and equal couplings

For $n=0$, $J_x=0$ and $U=P=1$. For $n=1$, $J_x=\sigma_x/2$ and $U=-i\sigma_x$, the familiar $\pi$ pulse on a two-level system.

With two or three sites the $h_k$ are all equal; from four sites on they are not, and equal couplings can then fail to give complete transfer. Take $n=3$ with all couplings equal to $g>0$. The mirror-even states have energies $g(1\pm\sqrt5)/2$, and the mirror-odd states have the negatives of these. Complete transfer from site 0 to site 3 at time $t$ needs equal phases within the even sector, so $gt\sqrt5=2\pi m$ with $m$ an integer. It also needs a relative sign $-1$ between the sectors, so $gt(1+\sqrt5)$ must be an odd multiple of $\pi$. Together these make $2m/\sqrt5$ an odd integer, which is impossible: transfer is never complete. This comparison is an ordinary calculation and does not appear in the code below.

## The statement in Lean

`Op n` is the type of complex matrices indexed by `Fin (n + 1)`, the sites $0,\dots,n$. `hop`, `Jx`, `Jz` and `siteFlip` are $h_k$, $J_x$, $J_z$ and $P$; `halfTurn` is $U$, built with the true matrix exponential; `binomialState` is the unnormalised $b$.

- `halfTurn_eq_siteFlip` states $U=(-i)^nP$ for every natural number $n$.
- `mirror_image` states $(U\psi)_j=(-i)^n\psi_{n-j}$ for every vector $\psi$; `Fin.rev j` is the site $n-j$.
- `perfect_transfer` applies this to `Pi.single k 1`, the particle on site $k$.

The theorems concern this matrix at this one time. Disorder, loss, interactions and the reduction of a many-spin Hamiltonian to the hopping matrix are not treated.

```lean
import Mathlib

open Matrix

namespace SpinChainMirror

noncomputable section

/-- Operators on the one-particle states of a chain of `n + 1` sites, or on a spin `n/2`. -/
abbrev Op (n : ℕ) := Matrix (Fin (n + 1)) (Fin (n + 1)) ℂ

/-- The coupling between the sites `k` and `k + 1`. -/
def hop (n k : ℕ) : ℝ := Real.sqrt (((k : ℝ) + 1) * ((n : ℝ) - k)) / 2

/-- The spin `n/2` matrix `Jx`, which is a nearest-neighbour hopping Hamiltonian. -/
def Jx (n : ℕ) : Op n := Matrix.of fun j k =>
  (if (k : ℕ) = (j : ℕ) + 1 then (hop n j : ℂ) else 0) +
    (if (j : ℕ) = (k : ℕ) + 1 then (hop n k : ℂ) else 0)

/-- The spin `n/2` matrix `Jz`, diagonal with entries `n/2 - k`. -/
def Jz (n : ℕ) : Op n := Matrix.diagonal fun k => (n : ℂ) / 2 - ((k : ℕ) : ℂ)

/-- The flip matrix, which sends site `k` to site `n - k`. -/
def siteFlip (n : ℕ) : Op n := Matrix.of fun j k => if (j : ℕ) + (k : ℕ) = n then 1 else 0

/-- The (unnormalised) state whose amplitudes are square roots of binomial coefficients. -/
def binomialState (n : ℕ) : Fin (n + 1) → ℂ :=
  fun k => (Real.sqrt (n.choose (k : ℕ) : ℝ) : ℂ)

/-- The evolution operator `exp(-iπ Jx)`. -/
def halfTurn (n : ℕ) : Op n := NormedSpace.exp ((-((Real.pi : ℂ) * Complex.I)) • Jx n)

/-- Row `j` of `Jx`, summed against `g`, leaves only a term in `g (j + 1)` and, for `j ≠ 0`, a term
in `g (j - 1)`. -/
theorem Jx_action {n : ℕ} (j : Fin (n + 1)) (g : ℕ → ℂ) :
    ∑ l : Fin (n + 1), Jx n j l * g l = (hop n j : ℂ) * g ((j : ℕ) + 1) +
      (if (j : ℕ) = 0 then 0 else (hop n ((j : ℕ) - 1) : ℂ) * g ((j : ℕ) - 1)) := by
  have hj : (j : ℕ) ≤ n := Nat.lt_succ_iff.mp j.isLt
  have h1 : ∑ l : Fin (n + 1), Jx n j l * g l = ∑ l ∈ Finset.range (n + 1),
      ((if l = (j : ℕ) + 1 then (hop n j : ℂ) else 0) +
        (if (j : ℕ) = l + 1 then (hop n l : ℂ) else 0)) * g l := by
    rw [Finset.sum_range]
    rfl
  rw [h1]
  generalize (j : ℕ) = m at hj ⊢
  simp only [add_mul, Finset.sum_add_distrib, ite_mul, zero_mul]
  congr 1
  · rw [Finset.sum_ite_eq']
    split_ifs with h
    · rfl
    · -- the coupling beyond the last site vanishes
      rw [Finset.mem_range] at h
      have hm : m = n := by omega
      simp [hop, hm]
  · cases m with
    | zero => simp
    | succ i =>
      have hi : i < n + 1 := by omega
      simp [Finset.sum_ite_eq, hi]

/-- The double commutator `[Jx, [Jx, Jz]]` equals `Jz`. -/
theorem double_commutator (n : ℕ) :
    Jx n * (Jx n * Jz n - Jz n * Jx n) - (Jx n * Jz n - Jz n * Jx n) * Jx n = Jz n := by
  have hsq : ∀ k : ℕ, k ≤ n → (hop n k : ℂ) ^ 2 = ((k : ℂ) + 1) * ((n : ℂ) - k) / 4 := by
    intro k hk
    have h : (0 : ℝ) ≤ ((k : ℝ) + 1) * ((n : ℝ) - k) :=
      mul_nonneg (by positivity) (sub_nonneg.2 (by exact_mod_cast hk))
    have h2 : hop n k ^ 2 = ((k : ℝ) + 1) * ((n : ℝ) - k) / 4 := by
      rw [hop, div_pow, Real.sq_sqrt h]; norm_num
    rw [← Complex.ofReal_pow, h2]
    push_cast
    ring
  have hC : ∀ a b : Fin (n + 1), (Jx n * Jz n - Jz n * Jx n) a b =
      Jx n a b * (((a : ℕ) : ℂ) - ((b : ℕ) : ℂ)) := by
    intro a b
    rw [Matrix.sub_apply, Jz, Matrix.mul_diagonal, Matrix.diagonal_mul]
    ring
  ext j k
  rw [Matrix.sub_apply, Matrix.mul_apply, Matrix.mul_apply, ← Finset.sum_sub_distrib]
  simp only [hC]
  refine (Finset.sum_congr rfl fun l _ => ?_).trans ((Jx_action j (fun l : ℕ =>
    ((if (k : ℕ) = l + 1 then (hop n l : ℂ) else 0) +
      (if l = (k : ℕ) + 1 then (hop n k : ℂ) else 0)) *
        (2 * (l : ℂ) - ((j : ℕ) : ℂ) - ((k : ℕ) : ℂ)))).trans ?_)
  · simp only [Jx, Matrix.of_apply]
    ring
  have hj : (j : ℕ) ≤ n := Nat.lt_succ_iff.mp j.isLt
  rcases eq_or_ne j k with rfl | h
  · -- diagonal entries: difference of two neighbouring squared couplings
    rw [Jz, Matrix.diagonal_apply_eq]
    generalize (j : ℕ) = m at hj ⊢
    have h0 := hsq m hj
    cases m with
    | zero =>
      split_ifs <;> first
        | contradiction
        | omega
        | (push_cast at h0 ⊢; linear_combination 2 * h0)
    | succ i =>
      have h1 := hsq i (by omega)
      simp only [Nat.add_sub_cancel]
      split_ifs <;> first
        | contradiction
        | omega
        | (push_cast at h0 h1 ⊢; linear_combination 2 * h0 - 2 * h1)
  · -- off the diagonal every contribution has weight zero
    have hv : (j : ℕ) ≠ (k : ℕ) := fun e => h (Fin.ext e)
    rw [Jz, Matrix.diagonal_apply_ne _ h]
    generalize (j : ℕ) = a at hv ⊢
    generalize (k : ℕ) = b at hv ⊢
    cases a with
    | zero => split_ifs <;> first | omega | (subst_vars; push_cast; ring)
    | succ i =>
      simp only [Nat.add_sub_cancel]
      split_ifs <;> first | omega | (subst_vars; push_cast; ring)

/-- If `A K = K B + c K`, then `exp(A) K = exp(c) K exp(B)`. -/
theorem exp_intertwine {n : ℕ} {A B K : Op n} {c : ℂ} (h : A * K = K * B + c • K) :
    NormedSpace.exp A * K = Complex.exp c • (K * NormedSpace.exp B) := by
  have hs : ∀ M : Op n, HasSum (fun k : ℕ => ((k.factorial : ℂ)⁻¹) • M ^ k)
      (NormedSpace.exp M) := by
    intro M
    let _ : NormedRing (Op n) := Matrix.linftyOpNormedRing
    let _ : NormedAlgebra ℂ (Op n) := Matrix.linftyOpNormedAlgebra
    exact NormedSpace.exp_series_hasSum_exp' (𝕂 := ℂ) M
  have hscalar : NormedSpace.exp (c • (1 : Op n)) = Complex.exp c • (1 : Op n) := by
    have h1 := hs (c • (1 : Op n))
    have h2 := (NormedSpace.exp_series_hasSum_exp' (𝕂 := ℂ) c).smul_const (1 : Op n)
    simp only [smul_pow, one_pow] at h1
    simp only [smul_assoc] at h2
    rw [Complex.exp_eq_exp_ℂ]
    exact h1.unique h2
  -- move `K` through every power of `A`
  have hp : ∀ k : ℕ, A ^ k * K = K * (B + c • (1 : Op n)) ^ k := by
    intro k
    induction k with
    | zero => simp
    | succ k ih =>
      have h' : A * K = K * (B + c • (1 : Op n)) := by
        rw [h, mul_add, Matrix.mul_smul, mul_one]
      rw [pow_succ, mul_assoc, h', ← mul_assoc, ih, mul_assoc, ← pow_succ]
  have h1 := (hs A).mul_right K
  have h2 := (hs (B + c • (1 : Op n))).mul_left K
  simp only [Matrix.smul_mul, hp] at h1
  simp only [Matrix.mul_smul] at h2
  have hc : Commute B (c • (1 : Op n)) := (Commute.one_right B).smul_right c
  rw [h1.unique h2, Matrix.exp_add_of_commute _ _ hc, hscalar, Matrix.mul_smul, mul_one,
    Matrix.mul_smul]

/-- The binomial state is an eigenvector of `Jx` with eigenvalue `n/2`. -/
theorem Jx_binomialState (n : ℕ) :
    Jx n *ᵥ binomialState n = ((n : ℂ) / 2) • binomialState n := by
  have key : ∀ k : ℕ, k ≤ n →
      hop n k * Real.sqrt (n.choose (k + 1) : ℝ) =
        ((n : ℝ) - k) / 2 * Real.sqrt (n.choose k : ℝ) ∧
      hop n k * Real.sqrt (n.choose k : ℝ) =
        ((k : ℝ) + 1) / 2 * Real.sqrt (n.choose (k + 1) : ℝ) := by
    intro k hk
    have hd : (0 : ℝ) ≤ (n : ℝ) - k := sub_nonneg.2 (by exact_mod_cast hk)
    have hk1 : (0 : ℝ) ≤ (k : ℝ) + 1 := by positivity
    have hc := congrArg (Nat.cast : ℕ → ℝ) (Nat.choose_succ_right_eq n k)
    push_cast [Nat.cast_sub hk] at hc
    constructor
    · have e : Real.sqrt (((k : ℝ) + 1) * ((n : ℝ) - k)) * Real.sqrt (n.choose (k + 1) : ℝ) =
          ((n : ℝ) - k) * Real.sqrt (n.choose k : ℝ) := by
        rw [← Real.sqrt_mul (mul_nonneg hk1 hd),
          show ((k : ℝ) + 1) * ((n : ℝ) - k) * (n.choose (k + 1) : ℝ) =
            ((n : ℝ) - k) ^ 2 * (n.choose k : ℝ) by linear_combination ((n : ℝ) - k) * hc,
          Real.sqrt_mul (sq_nonneg _), Real.sqrt_sq hd]
      rw [hop]
      linear_combination e / 2
    · have e : Real.sqrt (((k : ℝ) + 1) * ((n : ℝ) - k)) * Real.sqrt (n.choose k : ℝ) =
          ((k : ℝ) + 1) * Real.sqrt (n.choose (k + 1) : ℝ) := by
        rw [← Real.sqrt_mul (mul_nonneg hk1 hd),
          show ((k : ℝ) + 1) * ((n : ℝ) - k) * (n.choose k : ℝ) =
            ((k : ℝ) + 1) ^ 2 * (n.choose (k + 1) : ℝ) by
              linear_combination (-((k : ℝ) + 1)) * hc,
          Real.sqrt_mul (sq_nonneg _), Real.sqrt_sq hk1]
      rw [hop]
      linear_combination e / 2
  ext j
  refine (Jx_action j (fun l : ℕ => (Real.sqrt (n.choose l : ℝ) : ℂ))).trans ?_
  change _ = (n : ℂ) / 2 * (Real.sqrt (n.choose (j : ℕ) : ℝ) : ℂ)
  have hj : (j : ℕ) ≤ n := Nat.lt_succ_iff.mp j.isLt
  generalize (j : ℕ) = m at hj ⊢
  have u := congrArg Complex.ofReal (key m hj).1
  cases m with
  | zero =>
    rw [if_pos rfl]
    push_cast at u ⊢
    linear_combination u
  | succ i =>
    have w := congrArg Complex.ofReal (key i (by omega)).2
    rw [if_neg (Nat.succ_ne_zero i), Nat.add_sub_cancel]
    push_cast at u w ⊢
    linear_combination u + w

/-- The evolution operator `exp(-iπ Jx)` anticommutes with `Jz`. -/
theorem halfTurn_mul_Jz (n : ℕ) : halfTurn n * Jz n = -(Jz n * halfTurn n) := by
  have D := double_commutator n
  generalize hC : Jx n * Jz n - Jz n * Jx n = C at D
  -- a ladder operator of `Jx` with step `s` picks up the phase `exp(-iπ s)`
  have ladder : ∀ (K : Op n) (s : ℂ), Jx n * K - K * Jx n = s • K →
      halfTurn n * K =
        Complex.exp (-((Real.pi : ℂ) * Complex.I) * s) • (K * halfTurn n) := by
    intro K s h
    refine exp_intertwine ?_
    rw [Matrix.smul_mul, Matrix.mul_smul, mul_smul, ← h, smul_sub]
    abel
  have r1 := ladder (C + Jz n) 1 (by
    rw [one_smul]
    linear_combination (norm := noncomm_ring) D + hC)
  have r2 := ladder (C - Jz n) (-1) (by
    rw [neg_smul, one_smul]
    linear_combination (norm := noncomm_ring) D - hC)
  rw [mul_one, Complex.exp_neg, Complex.exp_pi_mul_I, mul_add, add_mul] at r1
  rw [neg_mul_neg, mul_one, Complex.exp_pi_mul_I, mul_sub, sub_mul] at r2
  rw [show ((-1 : ℂ))⁻¹ = -1 by norm_num] at r1
  linear_combination (norm := module) (1 / 2 : ℂ) • r1 - (1 / 2 : ℂ) • r2

/-- The evolution operator `exp(-iπ Jx)` multiplies the binomial state by `(-i)^n`. -/
theorem halfTurn_binomialState (n : ℕ) :
    halfTurn n *ᵥ binomialState n = (-Complex.I) ^ n • binomialState n := by
  have phase : Complex.exp (-((Real.pi : ℂ) * Complex.I) * ((n : ℂ) / 2)) =
      (-Complex.I) ^ n := by
    rw [show -((Real.pi : ℂ) * Complex.I) * ((n : ℂ) / 2) =
        (n : ℂ) * ((-((Real.pi : ℂ) / 2)) * Complex.I) by ring, Complex.exp_nat_mul,
      Complex.exp_mul_I, Complex.cos_neg, Complex.sin_neg, Complex.cos_pi_div_two,
      Complex.sin_pi_div_two]
    simp
  -- a matrix all of whose columns are the binomial state
  let K : Op n := Matrix.of fun a _ => binomialState n a
  have hK : ((-((Real.pi : ℂ) * Complex.I)) • Jx n) * K =
      K * 0 + (-((Real.pi : ℂ) * Complex.I) * ((n : ℂ) / 2)) • K := by
    rw [mul_zero, zero_add, Matrix.smul_mul]
    ext a b
    change -((Real.pi : ℂ) * Complex.I) * (Jx n *ᵥ binomialState n) a =
      -((Real.pi : ℂ) * Complex.I) * ((n : ℂ) / 2) * binomialState n a
    rw [Jx_binomialState, Pi.smul_apply, smul_eq_mul, mul_assoc]
  have h := exp_intertwine hK
  rw [NormedSpace.exp_zero, mul_one, phase] at h
  ext a
  exact congrFun (congrFun h a) 0

/-- For spin `n/2`, `exp(-iπ Jx)` equals `(-i)^n` times the flip matrix. -/
theorem halfTurn_eq_siteFlip (n : ℕ) : halfTurn n = (-Complex.I) ^ n • siteFlip n := by
  have hz := halfTurn_mul_Jz n
  have hb := halfTurn_binomialState n
  -- anticommutation with `Jz` leaves only the entries on the antidiagonal
  have hzero : ∀ j k : Fin (n + 1), (j : ℕ) + (k : ℕ) ≠ n → halfTurn n j k = 0 := by
    intro j k h
    have e := congrFun (congrFun hz j) k
    rw [Matrix.neg_apply, Jz, Matrix.mul_diagonal, Matrix.diagonal_mul] at e
    have hne : (n : ℂ) - (((j : ℕ) : ℂ) + ((k : ℕ) : ℂ)) ≠ 0 := by
      intro h0
      apply h
      have h1 := (sub_eq_zero.1 h0).symm
      exact_mod_cast h1
    have e' : halfTurn n j k * ((n : ℂ) - (((j : ℕ) : ℂ) + ((k : ℕ) : ℂ))) = 0 := by
      linear_combination e
    exact (mul_eq_zero.1 e').resolve_right hne
  ext j k
  by_cases h : (j : ℕ) + (k : ℕ) = n
  · -- the binomial state fixes the remaining entry of each row
    have hrow := congrFun hb j
    have hs : (halfTurn n *ᵥ binomialState n) j = halfTurn n j k * binomialState n k := by
      refine Finset.sum_eq_single k (fun l _ hl => ?_) (fun h' => absurd (Finset.mem_univ k) h')
      change halfTurn n j l * binomialState n l = 0
      rw [hzero j l (fun e => hl (Fin.ext (by omega))), zero_mul]
    have hv : binomialState n k = binomialState n j := by
      simp only [binomialState]
      rw [Nat.choose_symm_of_eq_add (show n = (k : ℕ) + (j : ℕ) by omega)]
    have hne : binomialState n j ≠ 0 :=
      Complex.ofReal_ne_zero.2 (Real.sqrt_ne_zero'.2
        (Nat.cast_pos.2 (Nat.choose_pos (Nat.lt_succ_iff.mp j.isLt))))
    rw [hs, hv, Pi.smul_apply, smul_eq_mul] at hrow
    rw [mul_right_cancel₀ hne hrow]
    simp [siteFlip, h]
  · rw [hzero j k h]
    simp [siteFlip, h]

/-- After time `π` every one-particle state `ψ` of the chain has become its mirror image times the
phase `(-i)^n`. -/
theorem mirror_image {n : ℕ} (ψ : Fin (n + 1) → ℂ) (j : Fin (n + 1)) :
    (halfTurn n *ᵥ ψ) j = (-Complex.I) ^ n * ψ (Fin.rev j) := by
  have hj := j.isLt
  rw [halfTurn_eq_siteFlip]
  refine (Finset.sum_eq_single (Fin.rev j) (fun l _ hl => ?_)
    (fun h => absurd (Finset.mem_univ _) h)).trans ?_
  · have h : ¬ (j : ℕ) + (l : ℕ) = n :=
      fun e => hl (Fin.ext (by rw [Fin.val_rev]; omega))
    simp [siteFlip, h]
  · have h : (j : ℕ) + (Fin.rev j : ℕ) = n := by rw [Fin.val_rev]; omega
    simp only [Matrix.smul_apply, siteFlip, Matrix.of_apply, h, if_true, smul_eq_mul, mul_one]

/-- An excitation on site `k` is carried after time `π` to the mirror site `n - k`,
with the phase `(-i)^n`. -/
theorem perfect_transfer {n : ℕ} (k : Fin (n + 1)) :
    halfTurn n *ᵥ (Pi.single k 1 : Fin (n + 1) → ℂ) =
      (-Complex.I) ^ n • (Pi.single (Fin.rev k) 1 : Fin (n + 1) → ℂ) := by
  ext j
  rw [mirror_image, Pi.smul_apply, smul_eq_mul]
  simp only [Pi.single_apply, Fin.rev_eq_iff]

end

end SpinChainMirror
```

```lean
#print axioms SpinChainMirror.halfTurn_eq_siteFlip
-- 'SpinChainMirror.halfTurn_eq_siteFlip' depends on axioms: [propext, Classical.choice, Quot.sound]
#print axioms SpinChainMirror.perfect_transfer
-- 'SpinChainMirror.perfect_transfer' depends on axioms: [propext, Classical.choice, Quot.sound]
```

## How the proof follows the derivation

`Jx_action` turns a row sum over all sites into the two neighbour terms, and checks that the coupling beyond the last site vanishes. `double_commutator` uses it to evaluate the sum with weight $2l-j-k$. The case split into $j=k$ and $j\ne k$ is the one made above, and `linear_combination` supplies the difference of squared couplings.

`exp_intertwine` is the series argument in general form: if $AK=KB+cK$, then $e^AK=e^cKe^B$. Induction moves $K$ through each power, and uniqueness of the limit equates the two series. It is used twice. In `halfTurn_mul_Jz`, $K$ is $C\pm J_z$ and the last line takes half the difference. In `halfTurn_binomialState`, $K$ has $b$ in every column and $B=0$, which turns the eigenvector equation from `Jx_binomialState` into the phase $(-i)^n$.

In `halfTurn_eq_siteFlip`, `hzero` removes the entries with $j+k\ne n$; then `hs` reduces row $j$ to one term, `hv` is the symmetry of $b$, and `hne` permits the cancellation. The last two theorems apply the resulting matrix to a general vector and to a single site.
